# A matrix-exponential bound for the Lieb-Robinson integral inequality with nonnegative couplings

To bound how fast a disturbance spreads through a quantum lattice, the commutator norms that measure the spread are modelled here as a vector of real functions $f_i(t)$ obeying an integral inequality, with no operators or Hamiltonian in the statement. For a fixed observable $B$, one may take $f_i(t)$ to be the largest norm of $[A(t),B]$ over operators $A$ of norm one on site $i$, where $A(t)$ is the Heisenberg evolution of $A$.

## The bound $f(t)\le e^{tM}c$

Let $M$ be a real matrix with entries $M_{ij}\ge 0$, indexed by a finite set of sites, and let $c$ be a real vector. Suppose that $f$ is continuous on $[0,T]$ and that, for every site $i$ and every $t\in[0,T]$,

$$f_i(t)\le c_i+\int_0^t (Mf(s))_i\,ds .$$

Then $f_i(t)\le (e^{tM}c)_i$ for the same $i$ and $t$.

The entry $M_{ij}$ is the rate at which a commutator bound at site $j$ feeds the one at site $i$. It scales as the magnitude of an interaction divided by $\hbar$, so it is nonnegative whatever the sign of the coupling in the Hamiltonian. The vector $c$ bounds the commutators at time zero; in the example above it can be zero at every site where $B$ does not act.

With one site and $M=(m)$, $m\ge0$, the result is Grönwall's inequality: $f(t)\le c+m\int_0^t f(s)\,ds$ implies $f(t)\le c\,e^{mt}$.

## Choosing a cluster size for local dynamics

When a local observable is simulated on a finite cluster, a bound on the spread of commutators can help in choosing how far away to cut off the rest of the lattice. For a finite set of sites whose commutator norms are known to satisfy the integral inequality, $e^{tM}c$ bounds those norms using a matrix whose dimension is the number of sites, not the dimension of the Hilbert space.

If the couplings decay with distance, there is also a closed form. Let $d(i,j)$ be the distance between sites, $\mu\ge0$ an inverse length, $C\ge0$ and $y$ a fixed site. Suppose that

$$\sum_j M_{ij}e^{\mu d(i,j)}\le v,\qquad c_i\le C e^{-\mu d(i,y)}$$

for every $i$. The first condition says that the total coupling at each site is at most $v$ even when distant partners are weighted up exponentially. Then $f_i(t)\le C e^{vt-\mu d(i,y)}$ on $[0,T]$.

The letter $v$ denotes a rate here, not a velocity; for $\mu>0$ the bound spreads at the velocity $v/\mu$. For $\mu>0$, $C>0$ and a tolerance $\varepsilon>0$, the bound is below $\varepsilon$ at distances greater than $(vt+\ln(C/\varepsilon))/\mu$. This is a tolerance on commutator norms. Converting it into an error in an expectation value takes a further estimate of the omitted Hamiltonian terms.

## Iterating the inequality until the factorial wins

**Comparison.** Let $h$ be continuous on $[0,T]$ and satisfy the reverse inequality, $h_i(t)\ge c_i+\int_0^t(Mh(s))_i\,ds$. Put $d_i(t)=f_i(t)-h_i(t)$, a difference unrelated to the distance $d(i,j)$. Subtracting the two inequalities gives

$$d_i(t)\le\int_0^t\sum_j M_{ij}d_j(s)\,ds .$$

Since $d$ is continuous on a compact interval, there is a $K\ge0$ with $d_i(t)\le K$ throughout. Let $L$ be the sum of all entries of $M$, which is at least every row sum. Then for every $k\ge0$,

$$d_i(t)\le K\frac{(Lt)^k}{k!}.$$

For $k=0$ this is the bound by $K$. If it holds for $k$, insert it under the integral, which preserves the inequality because $M_{ij}\ge0$:

$$d_i(t)\le\int_0^t\sum_jM_{ij}\,K\frac{(Ls)^k}{k!}\,ds\le \int_0^t L K\frac{(Ls)^k}{k!}\,ds=K\frac{(Lt)^{k+1}}{(k+1)!}.$$

As $k\to\infty$ the right-hand side tends to zero, so $d_i(t)\le0$, that is, $f_i(t)\le h_i(t)$.

**The exponential.** Take $h(t)=e^{tM}c$. Then $h'(t)=Mh(t)$ and $h(0)=c$, so integration gives

$$h_i(t)=c_i+\int_0^t(Mh(s))_i\,ds .$$

The reverse inequality holds with equality, and comparison yields the bound. Because $e^{tM}c$ itself satisfies the assumptions on $f$, no smaller bound follows from them.

**The light cone.** Take $h_i(t)=Ce^{vt-\mu d(i,y)}$. The triangle inequality $d(i,y)\le d(i,j)+d(j,y)$ gives

$$(Mh(s))_i\le\sum_jM_{ij}e^{\mu d(i,j)}\,Ce^{vs-\mu d(i,y)}\le v\,h_i(s).$$

Since $h_i'(s)=v\,h_i(s)$, we get $c_i+\int_0^t(Mh(s))_i\,ds\le h_i(0)+h_i(t)-h_i(0)=h_i(t)$, and comparison applies again.

**A negative entry.** Take one site, $M=(-1)$, $c=0$ and $f(t)=t-1$. The right-hand side of the integral inequality is $\int_0^t(1-s)\,ds=t-t^2/2$, which is at least $t-1$ whenever $t^2\le2$, hence on $[0,5/4]$. But $f(5/4)=1/4$, while $e^{tM}c=0$. Nonnegative off-diagonal entries alone are therefore not enough. This $f$ is negative for $t<1$, so it is not a commutator norm, but the failure does not depend on that. With the same $M$, $c=1$ and the nonnegative function $f(t)=t$, the integral inequality reads $t\le1-t^2/2$ and holds on $[0,7/10]$, yet $f(7/10)=0.7$ exceeds $e^{-7/10}<0.5$. This second example is not in the Lean code.

## The Lean source and its reading

The type `ι` is the finite set of sites, and `f : ℝ → ι → ℝ` assigns a vector to each time. It is defined at all real times, but the hypotheses constrain it only on `Icc 0 T`, the closed interval $[0,T]$. The product $Mf(s)$ is written `M *ᵥ f s`, and `accumulated M c f t i` is the right-hand side of the integral inequality. In `lieb_robinson_iteration`, `hM` states that the entries are nonnegative, `hf` that $f$ is continuous on the interval, and `hsub` is the integral inequality. Neither $f$ nor $c$ has to be nonnegative.

```lean
import Mathlib

open Matrix Set
open scoped Matrix.Norms.Operator

namespace LiebRobinsonIteration

variable {ι : Type*} [Fintype ι] {M : Matrix ι ι ℝ} {c : ι → ℝ} {T : ℝ}

/-- The initial value at site `i` plus everything fed into that site up to time `t`
through the couplings `M`: `c_i + ∫₀ᵗ (M f(s))_i ds`. -/
noncomputable def accumulated (M : Matrix ι ι ℝ) (c : ι → ℝ) (f : ℝ → ι → ℝ)
    (t : ℝ) (i : ι) : ℝ :=
  c i + ∫ s in (0 : ℝ)..t, (M *ᵥ f s) i

/-- For `f` continuous on `[0,T]`, the rate `(M f(s))_i` is integrable
from `0` to any time `t` in `[0,T]`. -/
theorem rate_integrable {f : ℝ → ι → ℝ} (hf : ContinuousOn f (Icc 0 T))
    {t : ℝ} (ht : t ∈ Icc 0 T) (i : ι) :
    IntervalIntegrable (fun s => (M *ᵥ f s) i) MeasureTheory.volume 0 t := by
  have hlin : Continuous fun v : ι → ℝ => (M *ᵥ v) i :=
    (continuous_apply i).comp (Continuous.matrix_mulVec continuous_const continuous_id)
  exact ContinuousOn.intervalIntegrable_of_Icc ht.1
    (hlin.comp_continuousOn (hf.mono (Icc_subset_Icc_right ht.2)))

/-- Iterating `d_i(t) ≤ ∫₀ᵗ (M d(s))_i ds` a number `k` of times: if `d` is continuous and
at most `K ≥ 0` on `[0,T]`, and `M` has nonnegative entries and row sums at most `L`,
then `d_i(t) ≤ K (L t)^k / k!`. -/
theorem iterated_bound {d : ℝ → ι → ℝ} {K L : ℝ} (hM : ∀ i j, 0 ≤ M i j)
    (hL : ∀ i, ∑ j, M i j ≤ L) (hK : 0 ≤ K) (hd : ContinuousOn d (Icc 0 T))
    (hint : ∀ t ∈ Icc 0 T, ∀ i, d t i ≤ ∫ s in (0 : ℝ)..t, (M *ᵥ d s) i)
    (hb : ∀ t ∈ Icc 0 T, ∀ i, d t i ≤ K) (k : ℕ) :
    ∀ t ∈ Icc 0 T, ∀ i, d t i ≤ K * ((L * t) ^ k / (k.factorial : ℝ)) := by
  induction k with
  | zero => simpa using hb
  | succ k ih =>
    intro t ht i
    have hL0 : 0 ≤ L := (Finset.sum_nonneg fun j _ => hM i j).trans (hL i)
    have hk : (k.factorial : ℝ) ≠ 0 := Nat.cast_ne_zero.2 k.factorial_ne_zero
    have hder : ∀ s : ℝ, HasDerivAt
        (fun s : ℝ => K * ((L * s) ^ (k + 1) / ((k + 1).factorial : ℝ)))
        (L * (K * ((L * s) ^ k / (k.factorial : ℝ)))) s := by
      intro s
      have h := ((((hasDerivAt_id' s).const_mul L).fun_pow (k + 1)).div_const
        ((k + 1).factorial : ℝ)).const_mul K
      refine h.congr_deriv ?_
      have hk1 : (k : ℝ) + 1 ≠ 0 := by positivity
      have e : ((k : ℝ) + 1) / (((k : ℝ) + 1) * (k.factorial : ℝ))
          = 1 / (k.factorial : ℝ) := by
        field_simp
      rw [Nat.factorial_succ]
      push_cast

      linear_combination (K * L * (L * s) ^ k) * e
    have hcont : Continuous fun s : ℝ => L * (K * ((L * s) ^ k / (k.factorial : ℝ))) := by
      fun_prop
    -- insert the previous bound under the integral
    have hmono := intervalIntegral.integral_mono_on ht.1 (rate_integrable (M := M) hd ht i)
      (hcont.intervalIntegrable 0 t) (fun s hs => by
        have hs0 : 0 ≤ s := hs.1
        have hB : 0 ≤ K * ((L * s) ^ k / (k.factorial : ℝ)) := by positivity
        calc (M *ᵥ d s) i = ∑ j, M i j * d s j := rfl
          _ ≤ ∑ j, M i j * (K * ((L * s) ^ k / (k.factorial : ℝ))) :=
            Finset.sum_le_sum fun j _ =>
              mul_le_mul_of_nonneg_left (ih s ⟨hs.1, hs.2.trans ht.2⟩ j) (hM i j)
          _ = (∑ j, M i j) * (K * ((L * s) ^ k / (k.factorial : ℝ))) := by
            rw [Finset.sum_mul]
          _ ≤ _ := mul_le_mul_of_nonneg_right (hL i) hB)
    rw [intervalIntegral.integral_eq_sub_of_hasDerivAt (fun s _ => hder s)
      (hcont.intervalIntegrable 0 t)] at hmono
    have hzero : K * ((L * 0) ^ (k + 1) / ((k + 1).factorial : ℝ)) = 0 := by simp
    linarith [hint t ht i]

/-- Comparison principle: for nonnegative couplings and continuous `f`, `h` on `[0,T]`, if `f`
is at most its accumulated value and `h` at least its own, with the same `c`, then `f ≤ h`. -/
theorem comparison {f h : ℝ → ι → ℝ} (hM : ∀ i j, 0 ≤ M i j)
    (hf : ContinuousOn f (Icc 0 T)) (hh : ContinuousOn h (Icc 0 T))
    (hsub : ∀ t ∈ Icc 0 T, ∀ i, f t i ≤ accumulated M c f t i)
    (hsup : ∀ t ∈ Icc 0 T, ∀ i, accumulated M c h t i ≤ h t i) :
    ∀ t ∈ Icc 0 T, ∀ i, f t i ≤ h t i := by
  intro t ht i
  have hd : ContinuousOn (fun s => f s - h s) (Icc 0 T) := hf.sub hh
  obtain ⟨K, hK⟩ := isCompact_Icc.exists_bound_of_continuousOn hd
  have hint : ∀ t ∈ Icc 0 T, ∀ i,
      (f t - h t) i ≤ ∫ s in (0 : ℝ)..t, (M *ᵥ (f s - h s)) i := by
    intro t ht i
    have h1 := hsub t ht i
    have h2 := hsup t ht i
    simp only [accumulated] at h1 h2
    simp only [Matrix.mulVec_sub, Pi.sub_apply]
    rw [intervalIntegral.integral_sub (rate_integrable hf ht i) (rate_integrable hh ht i)]
    linarith
  have hrow : ∀ i, ∑ j, M i j ≤ ∑ i, ∑ j, M i j := fun i =>
    Finset.single_le_sum (f := fun i => ∑ j, M i j)
      (fun i _ => Finset.sum_nonneg fun j _ => hM i j) (Finset.mem_univ i)
  have hbound := fun k => iterated_bound hM hrow ((norm_nonneg _).trans (hK t ht)) hd hint
    (fun s hs j => (le_abs_self _).trans ((norm_le_pi_norm (f s - h s) j).trans (hK s hs)))
    k t ht i
  -- the factorial beats every power, so the difference is at most zero
  have hlim := (FloorSemiring.tendsto_pow_div_factorial_atTop
    ((∑ i, ∑ j, M i j) * t)).const_mul K
  have hle := ge_of_tendsto' hlim hbound
  simp only [Pi.sub_apply, mul_zero] at hle
  linarith

/-- Each component of `exp(tM)c` changes at the rate `(M exp(tM)c)_i`. -/
theorem hasDerivAt_propagated [DecidableEq ι] (M : Matrix ι ι ℝ) (c : ι → ℝ)
    (t : ℝ) (i : ι) :
    HasDerivAt (fun u : ℝ => (NormedSpace.exp (u • M) *ᵥ c) i)
      ((M *ᵥ (NormedSpace.exp (t • M) *ᵥ c)) i) t := by
  let ev : Matrix ι ι ℝ →ₗ[ℝ] ℝ :=
    { toFun := fun A => (A *ᵥ c) i
      map_add' := fun A B => by
        simp [Matrix.mulVec, dotProduct, add_mul, Finset.sum_add_distrib]
      map_smul' := fun r A => by
        simp [Matrix.mulVec, dotProduct, Finset.mul_sum, mul_assoc] }
  rw [Matrix.mulVec_mulVec]
  exact ev.toContinuousLinearMap.hasFDerivAt.comp_hasDerivAt t
    (hasDerivAt_exp_smul_const' M t)

/-- The vector `exp(tM)c` equals its own accumulated value at every time, for any real
matrix `M`. -/
theorem propagated_eq_accumulated [DecidableEq ι] (M : Matrix ι ι ℝ) (c : ι → ℝ)
    (t : ℝ) (i : ι) :
    (NormedSpace.exp (t • M) *ᵥ c) i
      = accumulated M c (fun s => NormedSpace.exp (s • M) *ᵥ c) t i := by
  have hg : Continuous fun s : ℝ => NormedSpace.exp (s • M) *ᵥ c :=
    continuous_pi fun j => continuous_iff_continuousAt.2 fun s =>
      (hasDerivAt_propagated M c s j).continuousAt
  have hr : Continuous fun s : ℝ => (M *ᵥ (NormedSpace.exp (s • M) *ᵥ c)) i :=
    (continuous_apply i).comp (Continuous.matrix_mulVec continuous_const hg)
  rw [accumulated, intervalIntegral.integral_eq_sub_of_hasDerivAt
    (fun s _ => hasDerivAt_propagated M c s i) (hr.intervalIntegrable 0 t)]
  simp

/-- Lieb-Robinson iteration lemma: if `M` has nonnegative entries and `f`, continuous on
`[0,T]`, satisfies `f_i(t) ≤ c_i + ∫₀ᵗ (M f(s))_i ds` there, then `f_i(t) ≤ (exp(tM)c)_i`. -/
theorem lieb_robinson_iteration [DecidableEq ι] {f : ℝ → ι → ℝ} (hM : ∀ i j, 0 ≤ M i j)
    (hf : ContinuousOn f (Icc 0 T))
    (hsub : ∀ t ∈ Icc 0 T, ∀ i, f t i ≤ accumulated M c f t i) :
    ∀ t ∈ Icc 0 T, ∀ i, f t i ≤ (NormedSpace.exp (t • M) *ᵥ c) i := by
  have hg : Continuous fun s : ℝ => NormedSpace.exp (s • M) *ᵥ c :=
    continuous_pi fun j => continuous_iff_continuousAt.2 fun s =>
      (hasDerivAt_propagated M c s j).continuousAt
  exact comparison hM hf hg.continuousOn hsub
    fun t _ i => (propagated_eq_accumulated M c t i).ge

/-- Light-cone bound: let `M ≥ 0` entrywise with `∑_j M_ij exp(μ dist(i,j)) ≤ v`, `μ ≥ 0`, and
let `c_i ≤ C exp(-μ dist(i,y))` with `C ≥ 0`. A continuous `f` on `[0,T]` that is at most its
accumulated value obeys `f_i(t) ≤ C exp(v t - μ dist(i,y))`. -/
theorem light_cone [PseudoMetricSpace ι] {f : ℝ → ι → ℝ} {μ v C : ℝ} (y : ι)
    (hM : ∀ i j, 0 ≤ M i j) (hμ : 0 ≤ μ) (hC : 0 ≤ C)
    (hv : ∀ i, ∑ j, M i j * Real.exp (μ * dist i j) ≤ v)
    (hc : ∀ i, c i ≤ C * Real.exp (-(μ * dist i y)))
    (hf : ContinuousOn f (Icc 0 T))
    (hsub : ∀ t ∈ Icc 0 T, ∀ i, f t i ≤ accumulated M c f t i) :
    ∀ t ∈ Icc 0 T, ∀ i, f t i ≤ C * Real.exp (v * t - μ * dist i y) := by
  have hh : Continuous fun (s : ℝ) (i : ι) => C * Real.exp (v * s - μ * dist i y) :=
    continuous_pi fun i => by fun_prop
  refine comparison hM hf hh.continuousOn hsub fun t ht i => ?_
  have hder : ∀ s : ℝ, HasDerivAt (fun s : ℝ => C * Real.exp (v * s - μ * dist i y))
      (v * (C * Real.exp (v * s - μ * dist i y))) s := fun s =>
    (((((hasDerivAt_id' s).const_mul v).sub_const (μ * dist i y)).exp).const_mul
      C).congr_deriv (by ring)
  have hcont : Continuous fun s : ℝ => v * (C * Real.exp (v * s - μ * dist i y)) := by
    fun_prop
  -- the triangle inequality moves the decay from site j to site i
  have hmono := intervalIntegral.integral_mono_on ht.1
    (rate_integrable (M := M) hh.continuousOn ht i) (hcont.intervalIntegrable 0 t)
    (fun s _ => by
      calc (M *ᵥ fun j => C * Real.exp (v * s - μ * dist j y)) i
          = ∑ j, M i j * (C * Real.exp (v * s - μ * dist j y)) := rfl
        _ ≤ ∑ j, M i j * (C * (Real.exp (μ * dist i j)
              * Real.exp (v * s - μ * dist i y))) := by
          refine Finset.sum_le_sum fun j _ => mul_le_mul_of_nonneg_left
            (mul_le_mul_of_nonneg_left ?_ hC) (hM i j)
          rw [← Real.exp_add, Real.exp_le_exp]
          linarith [mul_le_mul_of_nonneg_left (dist_triangle i j y) hμ]
        _ = (∑ j, M i j * Real.exp (μ * dist i j))
              * (C * Real.exp (v * s - μ * dist i y)) := by
          rw [Finset.sum_mul]
          exact Finset.sum_congr rfl fun j _ => by ring
        _ ≤ _ := mul_le_mul_of_nonneg_right (hv i) (by positivity))
  rw [intervalIntegral.integral_eq_sub_of_hasDerivAt (fun s _ => hder s)
    (hcont.intervalIntegrable 0 t)] at hmono
  have h0 := hc i
  simp only [mul_zero, zero_sub] at hmono
  simp only [accumulated]
  linarith

/-- A negative coupling can break the lemma: for the one-site matrix `-1` and `c = 0`, the
function `t - 1` is at most its accumulated value on `[0, 5/4]`, yet exceeds `exp(tM)c`
at `t = 5/4`. -/
theorem negative_coupling_counterexample :
    (∀ t ∈ Icc (0 : ℝ) (5 / 4), ∀ i : Fin 1,
      t - 1 ≤ accumulated !![(-1 : ℝ)] 0 (fun s _ => s - 1) t i) ∧
    (NormedSpace.exp ((5 / 4 : ℝ) • !![(-1 : ℝ)]) *ᵥ (0 : Fin 1 → ℝ)) 0
      < (5 / 4 : ℝ) - 1 := by
  constructor
  · intro t ht i
    have hrate : ∀ s : ℝ, (!![(-1 : ℝ)] *ᵥ fun _ => s - 1) i = 1 - s := by
      intro s
      fin_cases i
      simp [Matrix.mulVec, dotProduct]
    have hder : ∀ s : ℝ, HasDerivAt (fun s : ℝ => s - s ^ 2 / 2) (1 - s) s := fun s =>
      ((hasDerivAt_id' s).fun_sub (((hasDerivAt_id' s).fun_pow 2).div_const 2)).congr_deriv
        (by norm_num)
    have hcont : Continuous fun s : ℝ => 1 - s := by fun_prop
    simp only [accumulated, hrate, Pi.zero_apply]
    rw [intervalIntegral.integral_eq_sub_of_hasDerivAt (fun s _ => hder s)
      (hcont.intervalIntegrable 0 t)]
    nlinarith [ht.1, ht.2]
  · rw [Matrix.mulVec_zero]
    norm_num

end LiebRobinsonIteration
```

```lean
#print axioms LiebRobinsonIteration.lieb_robinson_iteration
-- 'LiebRobinsonIteration.lieb_robinson_iteration' depends on axioms: [propext, Classical.choice, Quot.sound]
#print axioms LiebRobinsonIteration.light_cone
-- 'LiebRobinsonIteration.light_cone' depends on axioms: [propext, Classical.choice, Quot.sound]
#print axioms LiebRobinsonIteration.negative_coupling_counterexample
-- 'LiebRobinsonIteration.negative_coupling_counterexample' depends on axioms: [propext, Classical.choice, Quot.sound]
```

`rate_integrable` supplies the integrability needed to subtract and compare integrals. In `iterated_bound`, the induction on `k` inserts the previous estimate with `integral_mono_on`, then evaluates the integral from the antiderivative in `hder`. `comparison` obtains $K$ from compactness and passes to the limit with `ge_of_tendsto'`.

`hasDerivAt_propagated` treats $A\mapsto(Ac)_i$ as a linear map and composes it with the derivative of the matrix exponential. `propagated_eq_accumulated` integrates the result, for any real $M$, and the main theorem passes this solution to `comparison`. `light_cone` does the same with the exponential profile, using `dist_triangle` to move the decay from site $j$ to site $i$. `negative_coupling_counterexample` checks the one-site example.

## Certified for the inequality, not for a given Hamiltonian

The theorems hold for every finite set of sites and every $f$ that meets the hypotheses. The step left to the user is to show that the commutator norms of a particular Hamiltonian satisfy the integral inequality with a particular $M$. This is usually done with the Heisenberg equation, the Jacobi identity and the invariance of the norm under unitary evolution. If the entries of $M$ are too small for the inequality to hold, the theorem no longer guarantees the computed bound, however accurately the exponential is evaluated. Rounding errors in that evaluation also need their own control.

On a finite set some $v$ always exists. The light cone is informative for large systems when, at a fixed $\mu>0$, $v$ can be chosen independently of the number of sites, which has to be checked for the couplings at hand.

The assumption could also have been stated as a differential inequality, $f_i'(t)\le(Mf(t))_i$ with $f_i(0)\le c_i$. For continuously differentiable $f$, nonnegative off-diagonal entries would then suffice, so that local decay could enter as a negative diagonal. The cost is differentiability, which a norm can lose where the commutator vanishes; the integral form needs only continuity. This variant rests on a standard argument and has no Lean proof here.
